# For one particle on a connected lattice with nonpositive hopping, no potential attains the Lieb supremum of a density with an empty site

To find the potential that reproduces a given density $\rho$, one can maximise $E(v)-v\cdot\rho$ over the potentials $v$, where $E(v)$ is the ground energy. For one particle on a finite connected lattice with nonpositive hopping elements, this search has no maximiser to converge to if $\rho$ vanishes at some site. The objective is bounded above, but any potential can be improved by raising it at the empty site.

The physical reason is that the particle tunnels to every site, and with this sign of the hopping elements the ground-state amplitudes arriving there do not cancel. A finite potential can make a site unfavourable, but the ground state still has some weight there.

## Hamiltonian, ground energy and objective

The sites form a finite set, called `n` in the code. The letter denotes neither a density nor a particle number.

In Lean 4 with Mathlib:

```lean
import Mathlib

open Matrix

namespace UnattainedLiebSupremum

noncomputable section

variable {n : Type*} [Fintype n] [DecidableEq n]
```

A real matrix $T$ holds the hopping elements, and the potential has the value $v_i$ at site $i$. The Hamiltonian is
$$H(v)=T+\mathrm{diag}(v).$$
The diagonal of $T$ is unrestricted, so $T$ may include fixed on-site energies.

```lean
/-- The one-particle lattice Hamiltonian: hopping matrix `T` plus on-site potential `v`. -/
def hamiltonian (T : Matrix n n ℝ) (v : n → ℝ) : Matrix n n ℝ := T + diagonal v
```

A state is a real vector $\psi$ of site amplitudes with $\psi\cdot\psi=1$, and its energy is $\psi\cdot H(v)\psi$. Real amplitudes suffice for symmetric $T$, because the energy of a complex state is the sum of the contributions of its real and imaginary parts. The set `energies` collects all these expectation values, not only the eigenvalues.

```lean
/-- The energy expectation values of all normalised real states. -/
def energies (T : Matrix n n ℝ) (v : n → ℝ) : Set ℝ :=
  {e | ∃ ψ : n → ℝ, ψ ⬝ᵥ ψ = 1 ∧ e = ψ ⬝ᵥ hamiltonian T v *ᵥ ψ}
```

The ground energy is the infimum
$$E(v)=\inf_{\psi\cdot\psi=1}\psi\cdot H(v)\psi .$$

```lean
/-- The ground energy `E(v)`: the infimum of the energy over normalised real states. -/
def groundEnergy (T : Matrix n n ℝ) (v : n → ℝ) : ℝ := sInf (energies T v)
```

Two distinct sites are neighbours if $T$ has a nonzero element between them. For symmetric $T$, connectedness of this graph means that the particle can reach every site from every other by successive hops.

```lean
/-- The hopping graph: distinct sites are joined when `T` has a nonzero entry between them. -/
def hoppingGraph (T : Matrix n n ℝ) : SimpleGraph n :=
  SimpleGraph.fromRel fun i j => T i j ≠ 0
```

The function to be maximised is
$$G_\rho(v)=E(v)-v\cdot\rho .$$
Its supremum over $v$ is the one-particle lattice form of Lieb's density functional.

```lean
/-- The quantity `E(v) - v·ρ` that is maximised over potentials in Lieb's functional. -/
def liebObjective (T : Matrix n n ℝ) (ρ v : n → ℝ) : ℝ := groundEnergy T v - v ⬝ᵥ ρ
```

## The ground energy as a minimum

Written out in amplitudes, the energy of any vector $x$ is
$$x\cdot H(v)x=\sum_{i,j}T_{ij}x_ix_j+\sum_i v_ix_i^2 .$$
The potential enters only through the density $x_i^2$.

```lean
/-- The energy expectation value is a hopping part plus the potential weighted by the density. -/
theorem expectation_eq (T : Matrix n n ℝ) (v x : n → ℝ) :
    x ⬝ᵥ hamiltonian T v *ᵥ x =
      ∑ i, ∑ j, T i j * (x i * x j) + ∑ i, v i * x i ^ 2 := by
  have h : ∀ i, (hamiltonian T v *ᵥ x) i = ∑ j, T i j * x j + v i * x i := by
    intro i
    rw [hamiltonian, Matrix.add_mulVec, Pi.add_apply, Matrix.mulVec_diagonal]
    rfl
  simp only [dotProduct, h, mul_add, Finset.sum_add_distrib, Finset.mul_sum]
  congr 1
  · exact Finset.sum_congr rfl fun i _ => Finset.sum_congr rfl fun j _ => by ring
  · exact Finset.sum_congr rfl fun i _ => by ring
```

Normalisation forces $|\psi_i|\le 1$ at every site, so the unit sphere is bounded. It is also closed, hence compact. It contains the state localised on any single site. The energy is a polynomial in the amplitudes, so it is continuous and takes its minimum on the sphere.

```lean
/-- On a nonempty lattice the ground energy is attained by a normalised state. -/
theorem groundEnergy_isLeast [Nonempty n] (T : Matrix n n ℝ) (v : n → ℝ) :
    IsLeast (energies T v) (groundEnergy T v) := by
  -- the unit sphere is compact
  have hc : IsCompact {ψ : n → ℝ | ψ ⬝ᵥ ψ = 1} := by
    refine IsCompact.of_isClosed_subset
      (isCompact_Icc (a := fun _ : n => (-1 : ℝ)) (b := fun _ => 1)) ?_ ?_
    · refine isClosed_eq ?_ continuous_const
      simp only [dotProduct]
      fun_prop
    · intro ψ hψ
      have hb : ∀ i, ψ i * ψ i ≤ 1 := fun i =>
        (Finset.single_le_sum (f := fun i => ψ i * ψ i)
          (fun j _ => mul_self_nonneg (ψ j)) (Finset.mem_univ i)).trans_eq hψ
      exact ⟨fun i => by nlinarith [hb i], fun i => by nlinarith [hb i]⟩
  have hne : {ψ : n → ℝ | ψ ⬝ᵥ ψ = 1}.Nonempty :=
    ⟨Pi.single (Classical.arbitrary n) 1, by simp⟩
  have hcont : Continuous fun ψ : n → ℝ => ψ ⬝ᵥ hamiltonian T v *ᵥ ψ := by
    simp only [expectation_eq]
    fun_prop
  obtain ⟨φ, hφ, hmin⟩ := hc.exists_isMinOn hne hcont.continuousOn
  have hl : IsLeast (energies T v) (φ ⬝ᵥ hamiltonian T v *ᵥ φ) := by
    refine ⟨⟨φ, hφ, rfl⟩, ?_⟩
    rintro e ⟨ψ, hψ, rfl⟩
    exact hmin hψ
  rw [groundEnergy, hl.csInf_eq]
  exact hl
```

`IsLeast` states two facts that are used separately below: some normalised state has energy $E(v)$, and no normalised state has less.

For $x\neq 0$, the vector $cx$ with $c=1/\sqrt{x\cdot x}$ is normalised, so $E(v)\le c^2\,x\cdot H(v)x$. Multiplying by $x\cdot x$ gives
$$E(v)\,(x\cdot x)\le x\cdot H(v)x ,$$
and for $x=0$ both sides vanish.

```lean
/-- Rayleigh-Ritz bound on a nonempty lattice, for states of any norm. -/
theorem rayleigh [Nonempty n] (T : Matrix n n ℝ) (v x : n → ℝ) :
    groundEnergy T v * (x ⬝ᵥ x) ≤ x ⬝ᵥ hamiltonian T v *ᵥ x := by
  have h0 : 0 ≤ x ⬝ᵥ x := Finset.sum_nonneg fun i _ => mul_self_nonneg (x i)
  rcases h0.eq_or_lt with h | h
  · have hx : x = 0 := dotProduct_self_eq_zero.1 h.symm
    simp [hx]
  · obtain ⟨c, hc⟩ : ∃ c : ℝ, c * (c * (x ⬝ᵥ x)) = 1 := by
      refine ⟨(Real.sqrt (x ⬝ᵥ x))⁻¹, ?_⟩
      rw [← mul_assoc, ← mul_inv, Real.mul_self_sqrt h0, inv_mul_cancel₀ h.ne']
    have hE := (groundEnergy_isLeast T v).2
      ⟨c • x, by simpa only [smul_dotProduct, dotProduct_smul, smul_eq_mul] using hc, rfl⟩
    simp only [Matrix.mulVec_smul, smul_dotProduct, dotProduct_smul, smul_eq_mul] at hE
    calc groundEnergy T v * (x ⬝ᵥ x)
        ≤ c * (c * (x ⬝ᵥ hamiltonian T v *ᵥ x)) * (x ⬝ᵥ x) :=
          mul_le_mul_of_nonneg_right hE h0
      _ = x ⬝ᵥ hamiltonian T v *ᵥ x := by
          linear_combination (x ⬝ᵥ hamiltonian T v *ᵥ x) * hc
```

## A ground state without zeros

Let $T$ be symmetric, and let $\varphi$ be normalised with energy $E=E(v)$. Write $H=H(v)$ and define the residual $r=H\varphi-E\varphi$. Then $r\cdot r=r\cdot H\varphi-E\,r\cdot\varphi$. The Rayleigh bound for $\varphi+tr$, with $t$ real, becomes
$$0\le 2t\,(r\cdot r)+t^2\,\bigl(r\cdot Hr-E\,r\cdot r\bigr),$$
where the symmetry of $H$ has merged the two cross terms. A quadratic that is nonnegative for all $t$ has discriminant at most zero. Here the discriminant is $4(r\cdot r)^2$, so $r=0$ and $H\varphi=E\varphi$.

```lean
/-- For symmetric `T`, a normalised state whose energy is the ground energy solves the
stationary Schrödinger equation. -/
theorem schrodinger_of_minimal [Nonempty n] {T : Matrix n n ℝ} (hT : T.IsSymm) (v φ : n → ℝ)
    (hφ : φ ⬝ᵥ φ = 1) (hE : φ ⬝ᵥ hamiltonian T v *ᵥ φ = groundEnergy T v) :
    hamiltonian T v *ᵥ φ = groundEnergy T v • φ := by
  have hH : (hamiltonian T v)ᵀ = hamiltonian T v := by
    rw [hamiltonian, Matrix.transpose_add, Matrix.diagonal_transpose, hT.eq]
  -- vary the state along the residual r
  obtain ⟨r, hr⟩ : ∃ r, r = hamiltonian T v *ᵥ φ - groundEnergy T v • φ := ⟨_, rfl⟩
  have hrr : r ⬝ᵥ r = r ⬝ᵥ hamiltonian T v *ᵥ φ - groundEnergy T v * (r ⬝ᵥ φ) := by
    rw [← smul_eq_mul, ← dotProduct_smul, ← dotProduct_sub, ← hr]
  have hsym : φ ⬝ᵥ hamiltonian T v *ᵥ r = r ⬝ᵥ hamiltonian T v *ᵥ φ := by
    rw [Matrix.dotProduct_mulVec, ← Matrix.mulVec_transpose, hH]
    exact dotProduct_comm _ _
  have hq : ∀ t : ℝ, 0 ≤ (r ⬝ᵥ hamiltonian T v *ᵥ r - groundEnergy T v * (r ⬝ᵥ r)) * (t * t)
      + (2 * (r ⬝ᵥ r)) * t + 0 := by
    intro t
    have h := rayleigh T v (φ + t • r)
    simp only [Matrix.mulVec_add, Matrix.mulVec_smul, add_dotProduct, dotProduct_add,
      smul_dotProduct, dotProduct_smul, smul_eq_mul] at h
    rw [hsym, hE, hφ, dotProduct_comm φ r] at h
    linear_combination h - 2 * t * hrr
  have hd := discrim_le_zero hq
  rw [discrim] at hd
  have h0 : (r ⬝ᵥ r) ^ 2 = 0 := le_antisymm (by linarith) (sq_nonneg _)
  have hr0 : r = 0 := dotProduct_self_eq_zero.1 ((pow_eq_zero_iff two_ne_zero).1 h0)
  exact sub_eq_zero.1 (hr.symm.trans hr0)
```

In the code, `hsym` is the merging of the cross terms, `hq` is the inequality in $t$, and `discrim_le_zero` supplies the condition on the discriminant.

Now let the off-diagonal elements of $T$ be nonpositive. This is the sign that the nearest-neighbour finite-difference kinetic energy or a tight-binding term $-t_{ij}$ with $t_{ij}\ge 0$ has. Take a normalised state $\chi$ of energy $E(v)$ and set $\varphi_i=|\chi_i|$. The norm, the potential energy and the diagonal terms are unchanged. For $i\ne j$,
$$T_{ij}|\chi_i||\chi_j|\le T_{ij}\chi_i\chi_j ,$$
so $\varphi$ has no more energy than $\chi$. It is therefore also a minimiser and solves the Schrödinger equation.

Suppose that $\varphi_a=0$. Row $a$ of that equation reads
$$\sum_j T_{aj}\varphi_j=0 .$$
The term $j=a$ is zero and the others are nonpositive, so every term vanishes. If $b$ is a neighbour of $a$, then $T_{ab}\neq0$ and hence $\varphi_b=0$. By connectedness the zero spreads to the whole lattice, which contradicts $\varphi\cdot\varphi=1$. So $\varphi_i>0$ at every site.

```lean
/-- For symmetric `T` with nonpositive off-diagonal entries and connected hopping graph, every
potential has a normalised ground state that is strictly positive at every site. -/
theorem exists_pos_groundState {T : Matrix n n ℝ} (hT : T.IsSymm)
    (hoff : ∀ i j, i ≠ j → T i j ≤ 0) (hconn : (hoppingGraph T).Connected) (v : n → ℝ) :
    ∃ φ : n → ℝ, (∀ i, 0 < φ i) ∧ φ ⬝ᵥ φ = 1 ∧
      hamiltonian T v *ᵥ φ = groundEnergy T v • φ := by
  have : Nonempty n := hconn.nonempty
  obtain ⟨χ, hχ, hE⟩ := (groundEnergy_isLeast T v).1
  obtain ⟨φ, hφ⟩ : ∃ φ : n → ℝ, ∀ i, φ i = |χ i| := ⟨fun i => |χ i|, fun _ => rfl⟩
  have hn : φ ⬝ᵥ φ = 1 := by
    rw [← hχ]
    simp only [dotProduct, hφ, abs_mul_abs_self]
  -- taking absolute values does not raise the energy
  have hle : φ ⬝ᵥ hamiltonian T v *ᵥ φ ≤ groundEnergy T v := by
    rw [hE, expectation_eq, expectation_eq]
    simp only [hφ, sq_abs]
    refine add_le_add (Finset.sum_le_sum fun i _ => Finset.sum_le_sum fun j _ => ?_) le_rfl
    by_cases hij : i = j
    · subst hij
      rw [abs_mul_abs_self]
    · have h1 : χ i * χ j ≤ |χ i| * |χ j| := by
        rw [← abs_mul]
        exact le_abs_self _
      exact mul_le_mul_of_nonpos_left h1 (hoff i j hij)
  have hS := schrodinger_of_minimal hT v φ hn
    (le_antisymm hle ((groundEnergy_isLeast T v).2 ⟨φ, hn, rfl⟩))
  have h0 : ∀ i, 0 ≤ φ i := fun i => by rw [hφ]; exact abs_nonneg _
  -- a zero of the ground state spreads to all neighbouring sites
  have step : ∀ a b, (hoppingGraph T).Adj a b → φ a = 0 → φ b = 0 := by
    intro a b hab ha
    have hrow := congrFun hS a
    rw [hamiltonian, Matrix.add_mulVec, Pi.add_apply, Matrix.mulVec_diagonal,
      Pi.smul_apply, ha, smul_zero, mul_zero, add_zero] at hrow
    have hsum : ∑ j, T a j * φ j = 0 := hrow
    have hterm : ∀ j ∈ Finset.univ, T a j * φ j ≤ 0 := by
      intro j _
      by_cases haj : a = j
      · rw [← haj, ha, mul_zero]
      · exact mul_nonpos_of_nonpos_of_nonneg (hoff a j haj) (h0 j)
    have hb := (Finset.sum_eq_zero_iff_of_nonpos hterm).1 hsum b (Finset.mem_univ b)
    rw [hoppingGraph, SimpleGraph.fromRel_adj, hT.apply a b, or_self] at hab
    exact (mul_eq_zero.1 hb).resolve_left hab.2
  have spread : ∀ a b, (hoppingGraph T).Walk a b → φ a = 0 → φ b = 0 := by
    intro a b p
    induction p with
    | nil => exact id
    | cons h _ ih => exact fun ha => ih (step _ _ h ha)
  refine ⟨φ, fun i => lt_of_le_of_ne (h0 i) fun hi => ?_, hn, hS⟩
  have hz : ∀ j, φ j = 0 := fun j => by
    obtain ⟨p⟩ := hconn.preconnected i j
    exact spread i j p hi.symm
  simp [dotProduct, hz] at hn
```

The statement `step` moves the zero across one bond, and `spread` moves it along a whole path by induction. On a single site the argument needs no bond, and the result still holds.

## A ceiling for the objective

Let $\rho_i\ge0$ and $\sum_i\rho_i=1$. The trial state $x_i=\sqrt{\rho_i}$ is normalised and has density $\rho$, so
$$E(v)\le\sum_{i,j}T_{ij}\sqrt{\rho_i\rho_j}+v\cdot\rho .$$
Subtracting $v\cdot\rho$ leaves a bound on $G_\rho(v)$ that does not depend on $v$.

```lean
/-- For a probability vector `ρ`, the hopping energy of the trial state `√ρ` bounds
`E(v) - v·ρ` from above for every potential. -/
theorem liebObjective_le [Nonempty n] (T : Matrix n n ℝ) {ρ : n → ℝ} (hρ : ∀ i, 0 ≤ ρ i)
    (hsum : ∑ i, ρ i = 1) (v : n → ℝ) :
    liebObjective T ρ v ≤ ∑ i, ∑ j, T i j * (Real.sqrt (ρ i) * Real.sqrt (ρ j)) := by
  have h := rayleigh T v (fun i => Real.sqrt (ρ i))
  have hq : ∀ i, Real.sqrt (ρ i) ^ 2 = ρ i := fun i => Real.sq_sqrt (hρ i)
  have hn : (fun i => Real.sqrt (ρ i)) ⬝ᵥ (fun i => Real.sqrt (ρ i)) = 1 := by
    simp only [dotProduct, ← sq, hq, hsum]
  rw [expectation_eq, hn] at h
  simp only [hq, mul_one] at h
  simp only [liebObjective, dotProduct]
  linarith
```

This step uses neither the sign of the hopping elements nor connectedness.

## Raising the potential at the empty site

Let $\rho_k=0$, and let $v$ be any potential. Define $v'$ by raising $v$ by one energy unit at site $k$ only. The density term does not change:
$$v'\cdot\rho=v\cdot\rho+\rho_k=v\cdot\rho .$$
The ground energy does. Let $\varphi$ be the positive normalised ground state for $v'$. Then
$$E(v')=\varphi\cdot H(v')\varphi=\varphi\cdot H(v)\varphi+\varphi_k^2\ge E(v)+\varphi_k^2>E(v).$$
Therefore
$$G_\rho(v)<G_\rho(v')\le\sup_w G_\rho(w),$$
where $w$ runs over all potentials. Since $v$ was arbitrary, no potential attains the supremum.

```lean
/-- Unattained Lieb supremum: for symmetric `T` with nonpositive off-diagonal entries and connected
hopping graph, and a probability vector `ρ` that vanishes at some site `k`, the supremum of
`E(v) - v·ρ` over potentials is finite, and every potential stays strictly below it. -/
theorem lieb_supremum_unattained {T : Matrix n n ℝ} (hT : T.IsSymm)
    (hoff : ∀ i j, i ≠ j → T i j ≤ 0) (hconn : (hoppingGraph T).Connected)
    {ρ : n → ℝ} (hρ : ∀ i, 0 ≤ ρ i) (hsum : ∑ i, ρ i = 1) {k : n} (hk : ρ k = 0) :
    BddAbove (Set.range (liebObjective T ρ)) ∧
      ∀ v, liebObjective T ρ v < sSup (Set.range (liebObjective T ρ)) := by
  have : Nonempty n := hconn.nonempty
  have hbdd : BddAbove (Set.range (liebObjective T ρ)) := by
    refine ⟨∑ i, ∑ j, T i j * (Real.sqrt (ρ i) * Real.sqrt (ρ j)), ?_⟩
    rintro _ ⟨v, rfl⟩
    exact liebObjective_le T hρ hsum v
  refine ⟨hbdd, fun v => ?_⟩
  -- raise the potential at the empty site k
  obtain ⟨φ, hpos, hn, hS⟩ := exists_pos_groundState hT hoff hconn (v + Pi.single k 1)
  have hE : φ ⬝ᵥ hamiltonian T (v + Pi.single k 1) *ᵥ φ =
      groundEnergy T (v + Pi.single k 1) := by
    rw [hS, dotProduct_smul, hn, smul_eq_mul, mul_one]
  have hsplit : ∑ i, (v + Pi.single k 1 : n → ℝ) i * φ i ^ 2 =
      ∑ i, v i * φ i ^ 2 + φ k ^ 2 := by
    simp [add_mul, Finset.sum_add_distrib, Pi.single_apply]
  have hv := (groundEnergy_isLeast T v).2 ⟨φ, hn, rfl⟩
  rw [expectation_eq, hsplit] at hE
  rw [expectation_eq] at hv
  -- the density term does not notice the change, the ground energy does
  have hdot : (v + Pi.single k 1 : n → ℝ) ⬝ᵥ ρ = v ⬝ᵥ ρ := by
    rw [add_dotProduct, single_dotProduct, hk, mul_zero, add_zero]
  have hlt : liebObjective T ρ v < liebObjective T ρ (v + Pi.single k 1) := by
    rw [liebObjective, liebObjective, hdot]
    linarith [pow_pos (hpos k) 2]
  exact hlt.trans_le (le_csSup hbdd (Set.mem_range_self _))

end

end UnattainedLiebSupremum
```

```lean
#print axioms UnattainedLiebSupremum.lieb_supremum_unattained
-- 'UnattainedLiebSupremum.lieb_supremum_unattained' depends on axioms: [propext, Classical.choice, Quot.sound]
```

The hypotheses of `lieb_supremum_unattained` match the physics as follows:

- `hT` says that $T$ is symmetric.
- `hoff` says that the hopping elements between distinct sites are nonpositive.
- `hconn` says that the hopping graph is connected.
- `hρ` and `hsum` make $\rho$ a probability vector, the density of one particle.
- `hk` names an empty site $k$. Together with `hsum` it forces at least two sites, so no separate assumption on the size appears.

The conclusion has two parts. `BddAbove` says that the values of $G_\rho$ have a finite upper bound, which makes `sSup` their true supremum. The second part places every potential strictly below that supremum.

In the proof, `v + Pi.single k 1` is $v'$, `hsplit` separates the extra energy $\varphi_k^2$, and `hdot` records that the density term is unchanged. The inequality `hlt` combines them, and `le_csSup` puts the improved value below the supremum.

The theorem gives no value for the supremum; the sum over $\sqrt{\rho_i\rho_j}$ serves only as an upper bound. Nor does it say whether a density that is positive everywhere has a maximising potential. The theorem does not cover density inversion for a molecule or a solid, which is usually posed in continuous space and for many electrons. Antisymmetric many-electron states do not in general allow the absolute-value argument used here.
